# For an invertible block-diagonal bare response, the linear-response Hubbard kernel is the site interaction screened by the rest

To obtain a Hubbard $U$ by linear response, one shifts the potential on the localised orbitals, records how their occupations change with and without self-consistent relaxation, and subtracts the inverses of the two response matrices. Which interaction does this difference measure? If the bare response does not couple the sites to the remaining orbitals, and the inverses used below exist, it is the direct site interaction plus the part mediated by those orbitals.

```lean
import Mathlib

open Matrix

namespace LinearResponseHubbard

noncomputable section

variable {K m n : Type*} [Field K] [Fintype m] [DecidableEq m] [Fintype n] [DecidableEq n]
```

## Response and interaction

The model describes the density by orbital occupations alone and the potential by shifts of the orbital levels; density-functional theory also has density and potential terms that couple different orbitals, which are left out here. A potential $v$ changes the occupations by $\delta n=Xv$, where $X$ is the full response, often written $\chi$. The bare response $X_0$ acts on the applied potential plus the one induced through the interaction kernel $f$ (Hartree plus exchange-correlation in density-functional theory):
$$\delta n=X_0(v+f\,\delta n),\qquad\text{so}\qquad X=X_0+X_0fX .$$

```lean
/-- The Dyson equation `X = X0 + X0 f X` for the full response `X`, with bare response `X0`
and interaction kernel `f`. -/
def IsDyson (X0 f X : Matrix n n K) : Prop := X = X0 + X0 * f * X
```

Let $A$ denote the Hubbard sites and $B$ the rest, with finite index types `m` and `n`. We take $X_0=\mathrm{diag}(X_A,X_B)$: without induced potentials, a shift on the sites moves no charge in the rest. Real orbitals hybridise, which gives $X_0$ off-diagonal blocks; passing from this model to such a material is a step that the hypotheses leave open. Invertibility is a further restriction: if $A$ and $B$ together hold a complete orthonormal set of orbitals and the electron number is fixed, an equal shift of all potentials changes no occupation, so $X_0$ is singular and the theorems below do not apply.

```lean
/-- The block-diagonal bare response of the Hubbard sites (`XA`) and the rest (`XB`). -/
def bareResponse (XA : Matrix m m K) (XB : Matrix n n K) : Matrix (m ⊕ n) (m ⊕ n) K :=
  fromBlocks XA 0 0 XB
```

With the site occupations frozen, $\delta n_B=X_B(v_B+f_{BB}\,\delta n_B)$, so the rest responds through
$$R=(X_B^{-1}-f_{BB})^{-1}.$$
In Lean, `toBlocks₁₁`, `toBlocks₁₂`, `toBlocks₂₁` and `toBlocks₂₂` are the blocks $AA$, $AB$, $BA$ and $BB$.

```lean
/-- The response `(XB⁻¹ - f_BB)⁻¹` of the rest with the Hubbard sites held frozen, for
invertible `XB` and `XB⁻¹ - f_BB`. -/
def restResponse (XB : Matrix n n K) (f : Matrix (m ⊕ n) (m ⊕ n) K) : Matrix n n K :=
  (XB⁻¹ - f.toBlocks₂₂)⁻¹
```

A site change $\delta n_A$ exerts the potential $f_{BA}\delta n_A$ on the rest, whose response acts back through $f_{AB}$. The screened kernel is therefore
$$W=f_{AA}+f_{AB}Rf_{BA}.$$

```lean
/-- The kernel on the Hubbard sites screened by the rest: the direct interaction plus the
interaction mediated by the response of the rest, on the domain of `restResponse`. -/
def screenedKernel (XB : Matrix n n K) (f : Matrix (m ⊕ n) (m ⊕ n) K) : Matrix m m K :=
  f.toBlocks₁₁ + f.toBlocks₁₂ * restResponse XB f * f.toBlocks₂₁
```

The linear-response kernel is defined independently of $W$, from the site responses alone:
$$U=X_A^{-1}-(X_{AA})^{-1}.$$
It is a matrix over the sites, and the full response is restricted to $AA$ before it is inverted.

```lean
/-- The linear-response Hubbard kernel: inverse bare response minus inverse full response on
the Hubbard sites, for invertible `XA` and `X_AA`. -/
def hubbardKernel (XA : Matrix m m K) (X : Matrix (m ⊕ n) (m ⊕ n) K) : Matrix m m K :=
  XA⁻¹ - (X.toBlocks₁₁)⁻¹
```

## Solving the Dyson equation

Multiplying the Dyson equation by $X_0^{-1}$ gives $X_0^{-1}X=1+fX$, hence $(X_0^{-1}-f)X=1$. For square matrices a one-sided inverse is two-sided, so $X=(X_0^{-1}-f)^{-1}$. Multiplying back by $X_0$ gives the converse. Lean expresses invertibility as `IsUnit` of the determinant.

```lean
/-- For an invertible bare response, `X` solves the Dyson equation exactly when `X0⁻¹ - f` is
invertible and `X` is its inverse. -/
theorem isDyson_iff (X0 f X : Matrix n n K) (h0 : IsUnit X0.det) :
    IsDyson X0 f X ↔ IsUnit (X0⁻¹ - f).det ∧ X = (X0⁻¹ - f)⁻¹ := by
  constructor
  · intro h
    have h1 : X0⁻¹ * X = 1 + f * X := by
      calc X0⁻¹ * X = X0⁻¹ * (X0 + X0 * f * X) := congrArg (fun Y => X0⁻¹ * Y) h
        _ = 1 + f * X := by
          rw [Matrix.mul_add, Matrix.nonsing_inv_mul _ h0, Matrix.mul_assoc X0 f X,
            Matrix.nonsing_inv_mul_cancel_left _ _ h0]
    have h2 : (X0⁻¹ - f) * X = 1 := by
      rw [Matrix.sub_mul, h1, add_sub_cancel_right]
    exact ⟨Matrix.isUnit_det_of_right_inverse h2, (Matrix.inv_eq_right_inv h2).symm⟩
  · rintro ⟨hM, hX⟩
    have h2 : (X0⁻¹ - f) * X = 1 := by
      rw [hX, Matrix.mul_nonsing_inv _ hM]
    rw [Matrix.sub_mul, sub_eq_iff_eq_add] at h2
    calc X = X0 * (X0⁻¹ * X) := (Matrix.mul_nonsing_inv_cancel_left _ _ h0).symm
      _ = X0 + X0 * f * X := by
        rw [h2, Matrix.mul_add, Matrix.mul_one, Matrix.mul_assoc]
```

Applied to $X_B$ and $f_{BB}$, the same equivalence confirms that $R$ is the interacting response of the rest alone.

```lean
omit [Fintype m] [DecidableEq m] in
/-- If `XB` and `XB⁻¹ - f_BB` are invertible, the response of the rest solves the Dyson
equation with the kernel `f_BB` alone. -/
theorem restResponse_isDyson (XB : Matrix n n K) (f : Matrix (m ⊕ n) (m ⊕ n) K)
    (hB : IsUnit XB.det) (hD : IsUnit (XB⁻¹ - f.toBlocks₂₂).det) :
    IsDyson XB f.toBlocks₂₂ (restResponse XB f) :=
  (isDyson_iff _ _ _ hB).2 ⟨hD, rfl⟩
```

Three blocks of the full Dyson equation are needed:
$$\begin{aligned}
X_{AA}&=X_A+X_A(f_{AA}X_{AA}+f_{AB}X_{BA}),\\
X_{BA}&=X_B(f_{BA}X_{AA}+f_{BB}X_{BA}),\\
X_{BB}&=X_B+X_B(f_{BA}X_{AB}+f_{BB}X_{BB}).
\end{aligned}$$
Multiply the first by $X_A^{-1}$ and the others by $X_B^{-1}$, then move the $f_{BB}$ terms to the left. With $D=X_B^{-1}-f_{BB}$,
$$\begin{aligned}
X_A^{-1}X_{AA}&=1+f_{AA}X_{AA}+f_{AB}X_{BA},\\
DX_{BA}&=f_{BA}X_{AA},\\
DX_{BB}&=1+f_{BA}X_{AB}.
\end{aligned}$$

```lean
/-- For invertible `XA` and `XB`, the Dyson equation with bare response `diag(XA, XB)` gives these
coupled equations for the blocks of the full response. -/
theorem dyson_blocks {XA : Matrix m m K} {XB : Matrix n n K} {f X : Matrix (m ⊕ n) (m ⊕ n) K}
    (hA : IsUnit XA.det) (hB : IsUnit XB.det) (h : IsDyson (bareResponse XA XB) f X) :
    XA⁻¹ * X.toBlocks₁₁ = 1 + (f.toBlocks₁₁ * X.toBlocks₁₁ + f.toBlocks₁₂ * X.toBlocks₂₁) ∧
    (XB⁻¹ - f.toBlocks₂₂) * X.toBlocks₂₁ = f.toBlocks₂₁ * X.toBlocks₁₁ ∧
    (XB⁻¹ - f.toBlocks₂₂) * X.toBlocks₂₂ = 1 + f.toBlocks₂₁ * X.toBlocks₁₂ := by
  unfold IsDyson bareResponse at h
  rw [← fromBlocks_toBlocks X, ← fromBlocks_toBlocks f] at h
  simp only [fromBlocks_multiply, fromBlocks_add, Matrix.zero_mul, add_zero, zero_add] at h
  obtain ⟨h11, -, h21, h22⟩ := fromBlocks_inj.1 h
  -- multiply each block equation by the inverse bare response
  have e11 := congrArg (fun Y => XA⁻¹ * Y) h11
  have e21 := congrArg (fun Y => XB⁻¹ * Y) h21
  have e22 := congrArg (fun Y => XB⁻¹ * Y) h22
  simp only [Matrix.mul_add, Matrix.mul_assoc, Matrix.nonsing_inv_mul _ hA,
    Matrix.nonsing_inv_mul_cancel_left _ _ hA] at e11
  simp only [Matrix.mul_add, Matrix.mul_assoc,
    Matrix.nonsing_inv_mul_cancel_left _ _ hB] at e21
  simp only [Matrix.mul_add, Matrix.mul_assoc, Matrix.nonsing_inv_mul _ hB,
    Matrix.nonsing_inv_mul_cancel_left _ _ hB] at e22
  refine ⟨e11, ?_, ?_⟩
  · rw [Matrix.sub_mul, e21, add_sub_cancel_right]
  · rw [Matrix.sub_mul, e22]
    abel
```

## Eliminating the rest

If $D$ is invertible, the second equation gives $X_{BA}=Rf_{BA}X_{AA}$ (`e3`). Inserting this in the first gives
$$(X_A^{-1}-W)X_{AA}=1$$
(`e4`). Thus $X_{AA}$ is invertible with inverse $X_A^{-1}-W$, and $U=W$. Symmetry of $f$ is not used.

```lean
/-- Let `XA`, `XB` and `XB⁻¹ - f_BB` be invertible and let `X` solve the Dyson equation with bare
response `diag(XA, XB)`. Then `X_AA` is invertible, and the linear-response Hubbard kernel is the
kernel screened by the rest. -/
theorem hubbardKernel_eq_screenedKernel {XA : Matrix m m K} {XB : Matrix n n K}
    {f X : Matrix (m ⊕ n) (m ⊕ n) K} (hA : IsUnit XA.det) (hB : IsUnit XB.det)
    (hD : IsUnit (XB⁻¹ - f.toBlocks₂₂).det) (h : IsDyson (bareResponse XA XB) f X) :
    IsUnit X.toBlocks₁₁.det ∧ hubbardKernel XA X = screenedKernel XB f := by
  obtain ⟨e1, e2, -⟩ := dyson_blocks hA hB h
  -- the rest follows the sites through its own response
  have e3 : restResponse XB f * (f.toBlocks₂₁ * X.toBlocks₁₁) = X.toBlocks₂₁ := by
    rw [← e2, restResponse, Matrix.nonsing_inv_mul_cancel_left _ _ hD]
  -- eliminating it leaves a Dyson equation on the sites
  have e4 : (XA⁻¹ - screenedKernel XB f) * X.toBlocks₁₁ = 1 := by
    rw [Matrix.sub_mul, e1, screenedKernel, Matrix.add_mul, Matrix.mul_assoc,
      Matrix.mul_assoc, e3, add_sub_cancel_right]
  refine ⟨Matrix.isUnit_det_of_left_inverse e4, ?_⟩
  rw [hubbardKernel, Matrix.inv_eq_left_inv e4, sub_sub_cancel]
```

Since $\det X_0=\det X_A\det X_B$ is nonzero, the explicit inverse can replace the Dyson hypothesis.

```lean
/-- The Hubbard kernel equals the screened kernel, both written out, for the full response
`(X0⁻¹ - f)⁻¹` with bare response `X0 = diag(XA, XB)`, when `XA`, `XB`, `X0⁻¹ - f` and `XB⁻¹ - f_BB`
are invertible. -/
theorem hubbardKernel_of_inverse {XA : Matrix m m K} {XB : Matrix n n K}
    {f : Matrix (m ⊕ n) (m ⊕ n) K} (hA : IsUnit XA.det) (hB : IsUnit XB.det)
    (hM : IsUnit ((bareResponse XA XB)⁻¹ - f).det)
    (hD : IsUnit (XB⁻¹ - f.toBlocks₂₂).det) :
    XA⁻¹ - (((bareResponse XA XB)⁻¹ - f)⁻¹.toBlocks₁₁)⁻¹ =
      f.toBlocks₁₁ + f.toBlocks₁₂ * (XB⁻¹ - f.toBlocks₂₂)⁻¹ * f.toBlocks₂₁ := by
  have h0 : IsUnit (bareResponse XA XB).det := by
    rw [bareResponse, Matrix.det_fromBlocks_zero₂₁]
    exact hA.mul hB
  exact (hubbardKernel_eq_screenedKernel hA hB hD ((isDyson_iff _ _ _ h0).2 ⟨hM, rfl⟩)).2
```

In this finite model, inverting the whole matrices first would give $X_0^{-1}-X^{-1}=f$, with the unscreened block $f_{AA}$; the choice of orbitals kept before inversion thus decides what screens $U$.

## When the site response is singular

Conversely, suppose $X_{AA}$ is invertible. The last two block equations give
$$D\,(X_{BB}-X_{BA}X_{AA}^{-1}X_{AB})=1+f_{BA}X_{AB}-f_{BA}X_{AB}=1,$$
so $D$ is invertible.

For a case with singular $D$, take one orbital in each part, $X_A=X_B=-1$, $f_{AA}=0$, $f_{AB}=f_{BA}=1$ and $f_{BB}=-1$. Then $D=0$, and
$$X=\begin{pmatrix}-1&-1\\-1&0\end{pmatrix}^{-1}=\begin{pmatrix}0&-1\\-1&1\end{pmatrix}.$$
The full response exists, but $X_{AA}=0$ has no inverse from which to form $U$. The example is algebraic, not physical: $X_{BB}=1$ means that raising an orbital's potential raises its occupation, which the static response of a stable ground state excludes.

```lean
/-- For invertible `XA` and `XB` and a solution `X` of the Dyson equation with bare response
`diag(XA, XB)`, `X_AA` is invertible exactly when `XB⁻¹ - f_BB` is. -/
theorem siteResponse_invertible_iff {XA : Matrix m m K} {XB : Matrix n n K}
    {f X : Matrix (m ⊕ n) (m ⊕ n) K} (hA : IsUnit XA.det) (hB : IsUnit XB.det)
    (h : IsDyson (bareResponse XA XB) f X) :
    IsUnit X.toBlocks₁₁.det ↔ IsUnit (XB⁻¹ - f.toBlocks₂₂).det := by
  refine ⟨fun hX => ?_, fun hD => (hubbardKernel_eq_screenedKernel hA hB hD h).1⟩
  obtain ⟨-, e2, e3⟩ := dyson_blocks hA hB h
  -- the inverse is the response of the rest with the motion of the sites projected out
  have e4 : (XB⁻¹ - f.toBlocks₂₂) *
      (X.toBlocks₂₂ - X.toBlocks₂₁ * (X.toBlocks₁₁⁻¹ * X.toBlocks₁₂)) = 1 := by
    rw [Matrix.mul_sub, e3, ← Matrix.mul_assoc, e2, Matrix.mul_assoc,
      Matrix.mul_nonsing_inv_cancel_left _ _ hX, add_sub_cancel_right]
  exact Matrix.isUnit_det_of_right_inverse e4
```

## When screening does not raise the interaction

For real symmetric $f$, $f_{AB}=f_{BA}^{T}$, and so
$$x^TUx=x^Tf_{AA}x+(f_{BA}x)^TR(f_{BA}x).$$
The last term is at most zero if $R$ is negative semidefinite. This assumed condition says that occupations in the rest shift, on balance, away from a raised potential. In the proof, `key` rewrites the mediated part of $x^TUx$ as this last term.

```lean
/-- Let `X` solve the Dyson equation with bare response `diag(XA, XB)`. For a real symmetric kernel,
invertible `XA`, `XB` and `XB⁻¹ - f_BB`, and a negative semidefinite response of the rest, the
quadratic form of the Hubbard kernel is at most that of the direct interaction `f_AA`. -/
theorem hubbardKernel_le_direct {XA : Matrix m m ℝ} {XB : Matrix n n ℝ}
    {f X : Matrix (m ⊕ n) (m ⊕ n) ℝ} (hA : IsUnit XA.det) (hB : IsUnit XB.det)
    (hD : IsUnit (XB⁻¹ - f.toBlocks₂₂).det) (h : IsDyson (bareResponse XA XB) f X)
    (hf : f.IsSymm) (hR : ∀ y : n → ℝ, y ⬝ᵥ (restResponse XB f *ᵥ y) ≤ 0) (x : m → ℝ) :
    x ⬝ᵥ (hubbardKernel XA X *ᵥ x) ≤ x ⬝ᵥ (f.toBlocks₁₁ *ᵥ x) := by
  have hF : f.toBlocks₁₂ = f.toBlocks₂₁ᵀ := by
    ext i j
    exact hf.apply (Sum.inr j) (Sum.inl i)
  -- the mediated part is the quadratic form of `restResponse` at the potential `f_BA x`
  have key : x ⬝ᵥ ((f.toBlocks₁₂ * restResponse XB f * f.toBlocks₂₁) *ᵥ x) =
      (f.toBlocks₂₁ *ᵥ x) ⬝ᵥ (restResponse XB f *ᵥ (f.toBlocks₂₁ *ᵥ x)) := by
    rw [hF, ← Matrix.mulVec_mulVec, ← Matrix.mulVec_mulVec,
      Matrix.dotProduct_mulVec x (f.toBlocks₂₁ᵀ), Matrix.vecMul_transpose]
  rw [(hubbardKernel_eq_screenedKernel hA hB hD h).2, screenedKernel, Matrix.add_mulVec,
    dotProduct_add, key]
  linarith [hR (f.toBlocks₂₁ *ᵥ x)]
```

For two orbitals with $X_A=X_B=-1$, $f_{AA}=2$ and all other kernel entries $1$, $R=-1/2$ and $W=2-1/2=3/2$. Directly, $X_{AA}=-2/5$ gives $U=-1+5/2=3/2$. Lean checks the Dyson equation entry by entry and evaluates the two inverses in $U$.

```lean
/-- One Hubbard orbital and one other orbital, both with bare response `-1`, with direct
interaction `2` on the site and `1` elsewhere: the stated `X` solves the Dyson equation,
`XB⁻¹ - f_BB` is invertible, and the Hubbard kernel is `3/2`. -/
theorem hubbardKernel_witness :
    IsDyson (bareResponse !![(-1 : ℝ)] !![(-1 : ℝ)])
      (fromBlocks !![2] !![1] !![1] !![1])
      (fromBlocks !![-2/5] !![1/5] !![1/5] !![-3/5]) ∧
    IsUnit ((!![(-1 : ℝ)])⁻¹ - !![(1 : ℝ)]).det ∧
    hubbardKernel !![(-1 : ℝ)]
      (fromBlocks !![-2/5] !![1/5] !![1/5] !![-3/5] :
        Matrix (Fin 1 ⊕ Fin 1) (Fin 1 ⊕ Fin 1) ℝ) = !![3/2] := by
  have i1 : (!![(-1 : ℝ)])⁻¹ = !![(-1 : ℝ)] := by
    apply Matrix.inv_eq_right_inv
    ext i j
    fin_cases i; fin_cases j
    norm_num [Matrix.mul_apply]
  have i2 : (!![(-2/5 : ℝ)])⁻¹ = !![(-5/2 : ℝ)] := by
    apply Matrix.inv_eq_right_inv
    ext i j
    fin_cases i; fin_cases j
    norm_num [Matrix.mul_apply]
  refine ⟨?_, ?_, ?_⟩
  · unfold IsDyson bareResponse
    simp only [fromBlocks_multiply, fromBlocks_add, fromBlocks_inj]
    refine ⟨?_, ?_, ?_, ?_⟩ <;> ext i j <;> fin_cases i <;> fin_cases j <;>
      norm_num [Matrix.mul_apply]
  · rw [i1, isUnit_iff_ne_zero, Matrix.det_fin_one]
    norm_num [Matrix.sub_apply]
  · rw [hubbardKernel, toBlocks_fromBlocks₁₁, i1, i2]
    ext i j
    fin_cases i; fin_cases j
    norm_num [Matrix.sub_apply]

end

end LinearResponseHubbard
```

```lean
#print axioms LinearResponseHubbard.hubbardKernel_eq_screenedKernel
#print axioms LinearResponseHubbard.hubbardKernel_of_inverse
#print axioms LinearResponseHubbard.siteResponse_invertible_iff
#print axioms LinearResponseHubbard.hubbardKernel_le_direct
```

```
'LinearResponseHubbard.hubbardKernel_eq_screenedKernel' depends on axioms: [propext, Classical.choice, Quot.sound]
'LinearResponseHubbard.hubbardKernel_of_inverse' depends on axioms: [propext, Classical.choice, Quot.sound]
'LinearResponseHubbard.siteResponse_invertible_iff' depends on axioms: [propext, Classical.choice, Quot.sound]
'LinearResponseHubbard.hubbardKernel_le_direct' depends on axioms: [propext, Classical.choice, Quot.sound]
```
